# The one-dimensional Thomas-Fermi functional for spinless fermions exceeds the kinetic energy of a Gaussian orbital

## Orbital, density and the two kinetic energies

A single spinless particle moves on the real line, its orbital $\psi(x)$ is real, and units are atomic, $\hbar = m = 1$. Integrals written without limits run over the whole line.

```lean
import Mathlib

open MeasureTheory Real

namespace ThomasFermiNoLowerBound

noncomputable section
```

The `open` line allows `π`, `exp` and `Integrable` to be written without a prefix.

```lean
/-- Particle density `n = ψ²` of a real orbital on the line. -/
def density (ψ : ℝ → ℝ) (x : ℝ) : ℝ := ψ x ^ 2
```

The type `ℝ → ℝ` is a real function of a real variable, and `ψ x` means $\psi(x)$. The density is $n(x) = \psi(x)^2$.

```lean
/-- Kinetic energy `T[ψ] = ½ ∫ ψ'²` in atomic units. -/
def kinetic (ψ : ℝ → ℝ) : ℝ := 1 / 2 * ∫ x, deriv ψ x ^ 2
```

Here `deriv ψ x ^ 2` is $\psi'(x)^2$ and `∫ x,` is the Lebesgue integral, so $T[\psi] = \tfrac12\int \psi'^2\,dx$.

```lean
/-- One-dimensional Thomas-Fermi kinetic functional `T_TF[n] = (π²/6) ∫ n³`. -/
def thomasFermi (n : ℝ → ℝ) : ℝ := π ^ 2 / 6 * ∫ x, n x ^ 3
```

This is $T_{\rm TF}[n] = \tfrac{\pi^2}{6}\int n^3\,dx$. The constant is postulated. It stands for the uniform gas of non-interacting spinless fermions: at density $n$ the states $|k| \le k_F = \pi n$ are filled, the kinetic energy per length is $\int_{-k_F}^{k_F} \tfrac{k^2}{2}\tfrac{dk}{2\pi} = \tfrac{\pi^2}{6}n^3$, and the functional applies this value locally.

```lean
/-- A differentiable normalised orbital for which `n`, `ψ'²` and `n³` are integrable. -/
structure Admissible (ψ : ℝ → ℝ) : Prop where
  diff : Differentiable ℝ ψ
  int_density : Integrable (density ψ)
  int_kinetic : Integrable fun x => deriv ψ x ^ 2
  int_cube : Integrable fun x => density ψ x ^ 3
  normalised : ∫ x, density ψ x = 1
```

A `structure` ending in `Prop` is a named list of conditions. An orbital is admissible if it is differentiable everywhere, if $n$, $\psi'^2$ and $n^3$ are integrable, and if $\int n\,dx = 1$. The differentiability and integrability conditions are written out because Lean assigns the value zero to the integral of a non-integrable function and to the derivative at a point where none exists; with them, every derivative and integral below has its ordinary meaning. They are not all independent: integrability of $n$, for instance, already follows from $\int n\,dx = 1$, since a non-integrable $n$ would be given the integral zero. Complex orbitals, orbitals with a cusp and states of several particles are not in this class.

```lean
/-- The Gaussian orbital `ψ₀(x) = π^(-1/4) exp(-x²/2)`. -/
def gaussOrbital (x : ℝ) : ℝ := π ^ (-(1 / 4) : ℝ) * exp (-x ^ 2 / 2)
```

The expression `-x ^ 2 / 2` means $-(x^2)/2$, so $\psi_0(x) = \pi^{-1/4}e^{-x^2/2}$, the ground state of the harmonic oscillator of unit frequency. Its density is written $n_0$.

```lean
/-- Uniform coordinate scaling `ψ_l(x) = √l ψ(l x)`. -/
def scale (l : ℝ) (ψ : ℝ → ℝ) (x : ℝ) : ℝ := √l * ψ (l * x)
```

For a real scale factor $l$ the scaled orbital is $\psi_l(x) = \sqrt{l}\,\psi(lx)$. A value $l > 1$ compresses the orbital.

## The Gaussian integrals

```lean
/-- The Gaussian orbital satisfies `ψ₀' = -x ψ₀`. -/
theorem hasDerivAt_gaussOrbital (x : ℝ) :
    HasDerivAt gaussOrbital (-x * gaussOrbital x) x := by
  have h : HasDerivAt (fun y : ℝ => -y ^ 2 / 2) (-x) x :=
    ((hasDerivAt_pow 2 x).fun_neg.div_const 2).congr_deriv (by simp; ring)
  have h3 : HasDerivAt gaussOrbital (π ^ (-(1 / 4) : ℝ) * (exp (-x ^ 2 / 2) * -x)) x :=
    h.exp.const_mul (π ^ (-(1 / 4) : ℝ))
  exact h3.congr_deriv (by simp only [gaussOrbital]; ring)
```

`HasDerivAt f a x` says that $f$ is differentiable at $x$ with derivative $a$, so the statement is $\psi_0'(x) = -x\,\psi_0(x)$ for every $x$. By the chain rule, the exponent $-x^2/2$ has derivative $-x$ (step `h`), the exponential inherits this factor (`h.exp`), and the prefactor $\pi^{-1/4}$ is carried along (`const_mul`).

```lean
/-- Pointwise, `n₀ = π^(-1/2) exp(-x²)` and `ψ₀'² = π^(-1/2) x² exp(-x²)`. -/
theorem gaussOrbital_pointwise (x : ℝ) :
    density gaussOrbital x = (√π)⁻¹ * exp (-1 * x ^ 2) ∧
    deriv gaussOrbital x ^ 2 = (√π)⁻¹ * (x ^ 2 * exp (-1 * x ^ 2)) := by
  have hc : (π ^ (-(1 / 4) : ℝ)) ^ 2 = (√π)⁻¹ := by
    rw [← Real.rpow_natCast, ← Real.rpow_mul pi_pos.le, Real.sqrt_eq_rpow,
      ← Real.rpow_neg pi_pos.le]
    congr 1
    norm_num
  have he : exp (-x ^ 2 / 2) ^ 2 = exp (-1 * x ^ 2) := by
    rw [← Real.exp_nat_mul]; congr 1; push_cast; ring
  have hn : gaussOrbital x ^ 2 = (√π)⁻¹ * exp (-1 * x ^ 2) := by
    rw [gaussOrbital, mul_pow, hc, he]
  refine ⟨hn, ?_⟩
  rw [(hasDerivAt_gaussOrbital x).deriv, mul_pow, hn]
  ring
```

The symbol `∧` joins two claims:
$$n_0(x) = \pi^{-1/2}e^{-x^2}, \qquad \psi_0'(x)^2 = \pi^{-1/2}x^2e^{-x^2}.$$
Squaring $\psi_0$ needs $(\pi^{-1/4})^2 = 1/\sqrt\pi$, which is `hc`, and $(e^{-x^2/2})^2 = e^{-x^2}$, which is `he`. The second claim follows from $\psi_0'^2 = x^2\psi_0^2$. The exponent is written `-1 * x ^ 2` to match Mathlib's Gaussian $e^{-bx^2}$ with $b = 1$.

```lean
/-- The function `x² exp(-x²)` is integrable and its integral is `√π / 2`. -/
theorem gaussian_second_moment :
    Integrable (fun x : ℝ => x ^ 2 * exp (-1 * x ^ 2)) ∧
    ∫ x : ℝ, x ^ 2 * exp (-1 * x ^ 2) = √π / 2 := by
  have hi2 : Integrable (fun x : ℝ => x ^ 2 * exp (-1 * x ^ 2)) := by
    have h := integrable_rpow_mul_exp_neg_mul_sq (b := 1) one_pos (s := 2) (by norm_num)
    simpa only [Real.rpow_two] using h
  have hi0 : Integrable (fun x : ℝ => exp (-1 * x ^ 2)) := integrable_exp_neg_mul_sq one_pos
  have hi1 : Integrable (fun x : ℝ => x * exp (-1 * x ^ 2)) :=
    integrable_mul_exp_neg_mul_sq one_pos
  -- the total derivative of `x exp(-x²)` integrates to zero
  have hd : ∀ x : ℝ, HasDerivAt (fun y : ℝ => y * exp (-1 * y ^ 2))
      (exp (-1 * x ^ 2) - 2 * (x ^ 2 * exp (-1 * x ^ 2))) x := by
    intro x
    have h1 : HasDerivAt (fun y : ℝ => -1 * y ^ 2) (-2 * x) x :=
      ((hasDerivAt_pow 2 x).const_mul (-1)).congr_deriv (by simp)
    exact ((hasDerivAt_id' x).fun_mul h1.exp).congr_deriv (by ring)
  have h0 := integral_eq_zero_of_hasDerivAt_of_integrable hd (hi0.sub (hi2.const_mul 2)) hi1
  rw [integral_sub hi0 (hi2.const_mul 2), integral_const_mul, integral_gaussian 1, div_one] at h0
  exact ⟨hi2, by linarith⟩
```

The function $x^2e^{-x^2}$ is integrable, with integral $\sqrt\pi/2$. The product rule gives
$$\frac{d}{dx}\left(xe^{-x^2}\right) = e^{-x^2} - 2x^2e^{-x^2},$$
which is `hd`. The left side integrates to zero, since $xe^{-x^2}$ vanishes at both ends. In Lean this is `integral_eq_zero_of_hasDerivAt_of_integrable`, which asks that the function and its derivative both be integrable (`hi1`, and `hi0` with `hi2`). With $\int e^{-bx^2}dx = \sqrt{\pi/b}$ for $b > 0$, available as `integral_gaussian`, the identity reads $0 = \sqrt\pi - 2\int x^2e^{-x^2}dx$, and `linarith`, the tactic for linear arithmetic, solves it.

```lean
/-- The kinetic energy of the Gaussian orbital is `1/4`. -/
theorem kinetic_gaussOrbital : kinetic gaussOrbital = 1 / 4 := by
  have hs : √π ≠ 0 := (Real.sqrt_pos.2 pi_pos).ne'
  unfold kinetic
  simp_rw [fun x => (gaussOrbital_pointwise x).2]
  rw [integral_const_mul, gaussian_second_moment.2, ← mul_div_assoc, inv_mul_cancel₀ hs]
  norm_num
```

The kinetic energy is
$$T[\psi_0] = \frac12\cdot\frac{1}{\sqrt\pi}\cdot\frac{\sqrt\pi}{2} = \frac14 .$$
The proof substitutes the pointwise form of $\psi_0'^2$ under the integral (`simp_rw`; the suffix `.2` selects the second claim of a conjunction), pulls out the constant (`integral_const_mul`) and inserts the second moment.

```lean
/-- For the Gaussian density, `n₀³` is integrable, `∫ n₀³ = 1/(π√3)` and
`T_TF[n₀] = π/(6√3)`. -/
theorem thomasFermi_gaussOrbital :
    Integrable (fun x => density gaussOrbital x ^ 3) ∧
    ∫ x, density gaussOrbital x ^ 3 = 1 / (π * √3) ∧
    thomasFermi (density gaussOrbital) = π / (6 * √3) := by
  have hs : √π ≠ 0 := (Real.sqrt_pos.2 pi_pos).ne'
  have ht : √3 ≠ 0 := (Real.sqrt_pos.2 (by norm_num)).ne'
  have hc : ∀ x, density gaussOrbital x ^ 3 = (√π)⁻¹ ^ 3 * exp (-3 * x ^ 2) := by
    intro x
    rw [(gaussOrbital_pointwise x).1, mul_pow, ← Real.exp_nat_mul]
    congr 2; push_cast; ring
  have alg : ∀ s t : ℝ, s ≠ 0 → t ≠ 0 → s⁻¹ ^ 3 * (s / t) = 1 / (s * s * t) := by
    intro s t h1 h2; field_simp
  have alg' : ∀ p t : ℝ, p ≠ 0 → t ≠ 0 → p ^ 2 / 6 * (1 / (p * t)) = p / (6 * t) := by
    intro p t h1 h2; field_simp
  have hI : ∫ x, density gaussOrbital x ^ 3 = 1 / (π * √3) := by
    simp_rw [hc]
    rw [integral_const_mul, integral_gaussian 3, Real.sqrt_div pi_pos.le, alg _ _ hs ht,
      Real.mul_self_sqrt pi_pos.le]
  refine ⟨((integrable_exp_neg_mul_sq (b := 3) (by norm_num)).const_mul _).congr
    (Filter.Eventually.of_forall fun x => (hc x).symm), hI, ?_⟩
  rw [thomasFermi, hI, alg' _ _ pi_pos.ne' ht]
```

Cubing the density gives $n_0^3 = \pi^{-3/2}e^{-3x^2}$ (`hc`), an integrable Gaussian with $b = 3$. Therefore
$$\int n_0^3\,dx = \pi^{-3/2}\frac{\sqrt\pi}{\sqrt3} = \frac{1}{\pi\sqrt3}, \qquad T_{\rm TF}[n_0] = \frac{\pi^2}{6}\cdot\frac{1}{\pi\sqrt3} = \frac{\pi}{6\sqrt3}.$$
The helpers `alg` and `alg'` are the two cancellations, stated for arbitrary non-zero numbers and then applied to $\sqrt\pi$, $\sqrt3$ and $\pi$.

```lean
/-- The Gaussian orbital is admissible. -/
theorem gaussOrbital_admissible : Admissible gaussOrbital := by
  have hs : √π ≠ 0 := (Real.sqrt_pos.2 pi_pos).ne'
  refine ⟨fun x => (hasDerivAt_gaussOrbital x).differentiableAt,
    ((integrable_exp_neg_mul_sq (b := 1) one_pos).const_mul _).congr
      (Filter.Eventually.of_forall fun x => (gaussOrbital_pointwise x).1.symm),
    (gaussian_second_moment.1.const_mul _).congr
      (Filter.Eventually.of_forall fun x => (gaussOrbital_pointwise x).2.symm),
    thomasFermi_gaussOrbital.1, ?_⟩
  simp_rw [fun x => (gaussOrbital_pointwise x).1]
  rw [integral_const_mul, integral_gaussian 1, div_one, inv_mul_cancel₀ hs]
```

The angle brackets supply the five conditions in order. Differentiability comes from the derivative formula; $n_0$ and $\psi_0'^2$ are constants times integrable functions; $n_0^3$ was just treated; and $\int n_0\,dx = \pi^{-1/2}\sqrt\pi = 1$ is computed in the last two lines.

## Both energies scale as $l^2$

```lean
/-- Scaling by `l > 0` keeps an orbital admissible and multiplies both the kinetic energy and
the Thomas-Fermi functional by `l²`. -/
theorem scale_spec {ψ : ℝ → ℝ} (h : Admissible ψ) {l : ℝ} (hl : 0 < l) :
    Admissible (scale l ψ) ∧ kinetic (scale l ψ) = l ^ 2 * kinetic ψ ∧
    thomasFermi (density (scale l ψ)) = l ^ 2 * thomasFermi (density ψ) := by
  have hd : ∀ x, HasDerivAt (scale l ψ) (√l * (deriv ψ (l * x) * l)) x := by
    intro x
    have h1 : HasDerivAt (fun y => l * y) l x :=
      ((hasDerivAt_id' x).const_mul l).congr_deriv (mul_one l)
    have h3 : HasDerivAt (ψ ∘ fun y => l * y) (deriv ψ (l * x) * l) x :=
      HasDerivAt.comp x (h.diff (l * x)).hasDerivAt h1
    exact h3.const_mul √l
  have hn : ∀ x, density (scale l ψ) x = l * density ψ (l * x) := fun x => by
    simp only [density, scale, mul_pow, Real.sq_sqrt hl.le]
  have hk : ∀ x, deriv (scale l ψ) x ^ 2 = l ^ 3 * deriv ψ (l * x) ^ 2 := fun x => by
    rw [(hd x).deriv, mul_pow, Real.sq_sqrt hl.le]; ring
  have hc : ∀ x, density (scale l ψ) x ^ 3 = l ^ 3 * density ψ (l * x) ^ 3 := fun x => by
    rw [hn, mul_pow]
  -- change of variables `x ↦ l x`
  have hint : ∀ g : ℝ → ℝ, ∫ x, g (l * x) = l⁻¹ * ∫ x, g x := fun g => by
    rw [Measure.integral_comp_mul_left g l, abs_of_pos (inv_pos.2 hl), smul_eq_mul]
  have ek : ∫ x, deriv ψ (l * x) ^ 2 = l⁻¹ * ∫ x, deriv ψ x ^ 2 :=
    hint fun y => deriv ψ y ^ 2
  have ec : ∫ x, density ψ (l * x) ^ 3 = l⁻¹ * ∫ x, density ψ x ^ 3 :=
    hint fun y => density ψ y ^ 3
  have hl' := hl.ne'
  have key : ∀ I : ℝ, l ^ 3 * (l⁻¹ * I) = l ^ 2 * I := by intro I; field_simp
  refine ⟨⟨fun x => (hd x).differentiableAt,
    ((h.int_density.comp_mul_left' hl').const_mul l).congr
      (Filter.Eventually.of_forall fun x => (hn x).symm),
    ((h.int_kinetic.comp_mul_left' hl').const_mul (l ^ 3)).congr
      (Filter.Eventually.of_forall fun x => (hk x).symm),
    ((h.int_cube.comp_mul_left' hl').const_mul (l ^ 3)).congr
      (Filter.Eventually.of_forall fun x => (hc x).symm), ?_⟩, ?_, ?_⟩
  · simp_rw [hn]
    rw [integral_const_mul, hint (density ψ), h.normalised, mul_one, mul_inv_cancel₀ hl']
  · unfold kinetic
    simp_rw [hk]
    rw [integral_const_mul, ek, key]; ring
  · unfold thomasFermi
    simp_rw [hc]
    rw [integral_const_mul, ec, key]; ring
```

For every admissible $\psi$ and every $l > 0$, with $n_l = \psi_l^2$, the orbital $\psi_l$ is admissible and
$$T[\psi_l] = l^2\,T[\psi], \qquad T_{\rm TF}[n_l] = l^2\,T_{\rm TF}[n].$$
The chain rule gives $\psi_l'(x) = \sqrt l\; l\,\psi'(lx)$ (`hd`). Hence $n_l(x) = l\,n(lx)$, $\psi_l'(x)^2 = l^3\psi'(lx)^2$ and $n_l(x)^3 = l^3n(lx)^3$, which are `hn`, `hk` and `hc`. The substitution $u = lx$ gives $\int g(lx)\,dx = l^{-1}\int g(u)\,du$ for a function $g$ (`hint`). The norm acquires the factor $l\cdot l^{-1} = 1$ and both energies acquire $l^3\cdot l^{-1} = l^2$ (`key`). The three bullets at the end prove the normalisation, the scaling of $T$ and the scaling of $T_{\rm TF}$; `comp_mul_left'` transfers integrability through the substitution.

The hypothesis `hl : 0 < l` cannot be weakened to `0 ≤ l`. At $l = 0$ the scaled orbital is $\sqrt0\,\psi(0) = 0$ for all $x$, so $\int n_l\,dx = 0 \ne 1$ and admissibility fails, although both scaling equations still hold in the form $0 = 0$.

## The bound fails for the Gaussian

```lean
/-- The admissible Gaussian orbital has `T = 1/4` strictly below `T_TF = π/(6√3)`, so
`T_TF[ψ²] ≤ T[ψ]` does not hold for all admissible orbitals. -/
theorem thomasFermi_not_lower_bound :
    Admissible gaussOrbital ∧ kinetic gaussOrbital = 1 / 4 ∧
    thomasFermi (density gaussOrbital) = π / (6 * √3) ∧
    kinetic gaussOrbital < thomasFermi (density gaussOrbital) ∧
    ¬ ∀ ψ, Admissible ψ → thomasFermi (density ψ) ≤ kinetic ψ := by
  have ht : 0 < √3 := Real.sqrt_pos.2 (by norm_num)
  have h2 : √3 < 2 := (Real.sqrt_lt' (by norm_num)).2 (by norm_num)
  have hlt : kinetic gaussOrbital < thomasFermi (density gaussOrbital) := by
    rw [kinetic_gaussOrbital, thomasFermi_gaussOrbital.2.2, lt_div_iff₀ (by positivity)]
    linarith [pi_gt_three]
  exact ⟨gaussOrbital_admissible, kinetic_gaussOrbital, thomasFermi_gaussOrbital.2.2, hlt,
    fun h => not_le_of_gt hlt (h _ gaussOrbital_admissible)⟩
```

The theorem collects five claims: $\psi_0$ is admissible, $T[\psi_0] = 1/4$, $T_{\rm TF}[n_0] = \pi/(6\sqrt3) \approx 0.302$, the strict inequality $T[\psi_0] < T_{\rm TF}[n_0]$, and the negation (`¬`) of the statement that $T_{\rm TF}[\psi^2] \le T[\psi]$ for all (`∀`) admissible $\psi$. Multiplying by $6\sqrt3 > 0$ (`lt_div_iff₀`) turns the inequality into $\tfrac32\sqrt3 < \pi$. Since $3 < 4$ one has $\sqrt3 < 2$ (`h2`), and so
$$\tfrac32\sqrt3 < 3 < \pi,$$
which `linarith` closes with `pi_gt_three`. The last claim is proved by contradiction: a universal bound `h`, applied to $\psi_0$, would give $T_{\rm TF}[n_0] \le T[\psi_0]$ against `hlt`.

The Thomas-Fermi model takes $T_{\rm TF}$ as its estimate of the kinetic energy; for one spinless particle in one dimension the theorem shows that this estimate can lie above the true value, here by the factor $2\pi/(3\sqrt3) \approx 1.21$. One orbital refutes the universal inequality, and the theorem does not say on which side $T_{\rm TF}$ lies for other shapes or for many fermions.

## The excess has no upper limit

```lean
/-- For every energy `B` some scaled Gaussian orbital has `T_TF` above `T + B`. -/
theorem violation_unbounded (B : ℝ) :
    ∃ l > 0, Admissible (scale l gaussOrbital) ∧
      kinetic (scale l gaussOrbital) + B < thomasFermi (density (scale l gaussOrbital)) := by
  obtain ⟨δ, hδ⟩ : ∃ δ, δ = thomasFermi (density gaussOrbital) - kinetic gaussOrbital :=
    ⟨_, rfl⟩
  have hpos : 0 < δ := by rw [hδ]; exact sub_pos.2 thomasFermi_not_lower_bound.2.2.2.1
  obtain ⟨l, hl1, hlδ⟩ : ∃ l : ℝ, 1 ≤ l ∧ l * δ = |B| + δ :=
    ⟨|B| / δ + 1, by linarith [div_nonneg (abs_nonneg B) hpos.le], by
      rw [add_mul, div_mul_cancel₀ _ hpos.ne', one_mul]⟩
  have hl : 0 < l := by linarith
  obtain ⟨ha, hk, ht⟩ := scale_spec gaussOrbital_admissible hl
  refine ⟨l, hl, ha, ?_⟩
  -- the gap is `l² δ ≥ l δ > B`
  have hgap : thomasFermi (density (scale l gaussOrbital)) - kinetic (scale l gaussOrbital)
      = l * δ + (l - 1) * (l * δ) := by rw [hk, ht, hδ]; ring
  have hnn : 0 ≤ (l - 1) * (l * δ) := mul_nonneg (sub_nonneg.2 hl1) (mul_pos hl hpos).le
  linarith [le_abs_self B]
```

For every real $B$ there exists (`∃`) an $l > 0$ such that the scaled Gaussian $\psi_{0,l}$, with density $n_{0,l}$, is admissible and $T[\psi_{0,l}] + B < T_{\rm TF}[n_{0,l}]$. Thus no fixed shift $B$ makes $T_{\rm TF} - B \le T$ true for all admissible orbitals.

Let $\delta = T_{\rm TF}[n_0] - T[\psi_0]$, which is positive by the previous theorem (`hpos`). Scaling makes the gap at scale $l$ equal to $l^2\delta$. Choose $l = |B|/\delta + 1$, so that $l \ge 1$ and $l\delta = |B| + \delta$ (`hl1`, `hlδ`). Then
$$l^2\delta = l\delta + (l-1)\,l\delta \ge |B| + \delta > B .$$
The splitting is `hgap`, the sign of the second term is `hnn`, and `le_abs_self B` supplies $B \le |B|$.

## A ceiling on the constant in front of $\int n^3$

```lean
/-- A constant `C` with `C ∫ n³ ≤ T[ψ]` for all admissible orbitals satisfies `C ≤ √3 π/4`
and `C < π²/6`. -/
theorem constant_le_of_lower_bound (C : ℝ)
    (hC : ∀ ψ, Admissible ψ → C * ∫ x, density ψ x ^ 3 ≤ kinetic ψ) :
    C ≤ √3 * π / 4 ∧ C < π ^ 2 / 6 := by
  have ht : 0 < √3 := Real.sqrt_pos.2 (by norm_num)
  have h2 : √3 < 2 := (Real.sqrt_lt' (by norm_num)).2 (by norm_num)
  have h := hC _ gaussOrbital_admissible
  rw [thomasFermi_gaussOrbital.2.1, kinetic_gaussOrbital, mul_one_div,
    div_le_iff₀ (mul_pos pi_pos ht)] at h
  refine ⟨by linarith, ?_⟩
  nlinarith [mul_pos pi_pos (sub_pos.2 h2), mul_pos pi_pos (sub_pos.2 pi_gt_three)]

end

end ThomasFermiNoLowerBound
```

Suppose a real number $C$ satisfies $C\int n^3dx \le T[\psi]$ for all admissible $\psi$; this is the hypothesis `hC`, an inequality of the Lieb-Thirring form restricted to one orbital. Then $C \le \sqrt3\pi/4 \approx 1.36$ and $C < \pi^2/6 \approx 1.64$. Applying `hC` to $\psi_0$ gives $C/(\pi\sqrt3) \le 1/4$, and multiplication by $\pi\sqrt3$ (`div_le_iff₀`) gives the first claim. For the second,
$$C \le \frac{\sqrt3\,\pi}{4} < \frac{\pi}{2} = \frac{3\pi}{6} < \frac{\pi^2}{6},$$
where the two strict steps use $\pi(2-\sqrt3) > 0$ and $\pi(\pi-3) > 0$, the products handed to `nlinarith`. The inequality in `hC` is assumed and not derived, so the theorem limits the constant from above and leaves open whether a positive $C$ exists and whether $\sqrt3\pi/4$ can be reached.

The condition `normalised` gives `hC` its content, as a short estimate that is not among the theorems shows. Without it, $c\,\psi_0$ would be allowed for every $c > 0$, with $T = c^2/4$ and $\int n^3dx = c^6/(\pi\sqrt3)$. The inequality would demand $C \le \sqrt3\pi/(4c^4)$ for all $c$, which no positive $C$ satisfies.

```lean
#print axioms ThomasFermiNoLowerBound.kinetic_gaussOrbital
-- 'ThomasFermiNoLowerBound.kinetic_gaussOrbital' depends on axioms: [propext, Classical.choice, Quot.sound]
#print axioms ThomasFermiNoLowerBound.violation_unbounded
-- 'ThomasFermiNoLowerBound.violation_unbounded' depends on axioms: [propext, Classical.choice, Quot.sound]
#print axioms ThomasFermiNoLowerBound.constant_le_of_lower_bound
-- 'ThomasFermiNoLowerBound.constant_le_of_lower_bound' depends on axioms: [propext, Classical.choice, Quot.sound]
```
